# The squared overlap of two coherent states is exp(−|a − b|²)

The theorem `coherent_overlap_sq` takes two coherent states of a single mode, with complex amplitudes a and b, written out in number-state amplitudes that include the normalising factor exp(−|a|²/2). It says that the squared modulus of their overlap, an infinite sum over number states, equals exp(−|a − b|²). The proof takes the value of the sum from the preceding theorem `coherent_overlap`, and uses the fact that the modulus of a complex exponential is the real exponential of the real part of its exponent. Squaring doubles that real part, which is then compared with −|a − b|² in real and imaginary components.

The first attempt, which Lean rejects:

```lean
import Mathlib

open ComplexConjugate

namespace CoherentOverlapSq

noncomputable section

/-- The number-state amplitudes `exp (-|a|² / 2) aⁿ / sqrt (n!)` of the coherent state with
complex amplitude `a`. -/
def coherent (a : ℂ) (n : ℕ) : ℂ :=
  (Real.exp (-‖a‖ ^ 2 / 2) : ℂ) * a ^ n / (Real.sqrt (n.factorial : ℝ) : ℂ)

/-- The overlap of two coherent states, summed over all number states, is
`exp (conj a * b - |a|² / 2 - |b|² / 2)`. -/
theorem coherent_overlap (a b : ℂ) :
    HasSum (fun n => conj (coherent a n) * coherent b n)
      (Complex.exp (conj a * b - (‖a‖ : ℂ) ^ 2 / 2 - (‖b‖ : ℂ) ^ 2 / 2)) := by
  -- the exponential series of `conj a * b`
  have hexp : HasSum (fun n : ℕ => (conj a * b) ^ n / (n.factorial : ℂ))
      (Complex.exp (conj a * b)) := by
    rw [Complex.exp_eq_exp_ℂ]
    exact NormedSpace.expSeries_div_hasSum_exp (conj a * b)
  have hf : (fun n => conj (coherent a n) * coherent b n) = fun n : ℕ =>
      (Real.exp (-‖a‖ ^ 2 / 2) : ℂ) * (Real.exp (-‖b‖ ^ 2 / 2) : ℂ)
        * ((conj a * b) ^ n / (n.factorial : ℂ)) := by
    funext n
    have hs : (Real.sqrt (n.factorial : ℝ) : ℂ) * (Real.sqrt (n.factorial : ℝ) : ℂ)
        = (n.factorial : ℂ) := by
      rw [← Complex.ofReal_mul, Real.mul_self_sqrt (Nat.cast_nonneg _),
        Complex.ofReal_natCast]
    simp only [coherent, map_div₀, map_mul, map_pow, Complex.conj_ofReal]
    rw [div_mul_div_comm, hs]
    ring
  -- the two normalization factors join the exponent
  have hv : Complex.exp (conj a * b - (‖a‖ : ℂ) ^ 2 / 2 - (‖b‖ : ℂ) ^ 2 / 2)
      = (Real.exp (-‖a‖ ^ 2 / 2) : ℂ) * (Real.exp (-‖b‖ ^ 2 / 2) : ℂ)
        * Complex.exp (conj a * b) := by
    simp only [Complex.ofReal_exp]
    rw [← Complex.exp_add, ← Complex.exp_add]
    congr 1
    push_cast
    ring
  rw [hf, hv]
  exact hexp.mul_left _

/-- The squared modulus of the overlap of two coherent states is `exp (-|a - b|²)`. -/
theorem coherent_overlap_sq (a b : ℂ) :
    ‖∑' n, conj (coherent a n) * coherent b n‖ ^ 2 = Real.exp (-‖a - b‖ ^ 2) := by
  have hr (z : ℂ) : (‖z‖ : ℂ) ^ 2 / 2 = ((‖z‖ ^ 2 / 2 : ℝ) : ℂ) := by push_cast
  rw [(coherent_overlap a b).tsum_eq, Complex.norm_exp, ← Real.exp_nat_mul, hr a, hr b]
  congr 1
  simp only [Complex.sub_re, Complex.sub_im, Complex.ofReal_re, Complex.mul_re,
    Complex.conj_re, Complex.conj_im, Complex.sq_norm, Complex.normSq_apply, Nat.cast_ofNat]
  ring

end

end CoherentOverlapSq
```

The error:

```
Main.lean:50:67: error: unsolved goals
a b z : ℂ
⊢ ↑‖z‖ ^ 2 / 2 = ↑‖z‖ ^ 2 / 2
```

Cause. The error lies in the auxiliary fact `hr`, which says that |z|²/2 is the same complex number whether the real number |z| is cast to ℂ before the squaring and halving or the whole real expression is cast afterwards. The proof needs it to write these terms of the exponent as casts of single real numbers, whose real parts are simple to read off.

The only tactic given for `hr` was `push_cast`. It did its work, moving the cast on the right-hand side inwards to `‖z‖`, and the goal in the message accordingly reads the same on both sides. But `push_cast` simplifies with lemmas about casts, and here it left the resulting equation standing without closing it. Lean therefore reported an unsolved goal, although nothing of substance remained to be proved.

The repair adds `ring` after `push_cast`, which proves the remaining identity. Putting the two tactics on lines of their own is only layout.

The mended proof, as a diff:

```diff
@@ -48,5 +48,7 @@
 theorem coherent_overlap_sq (a b : ℂ) :
     ‖∑' n, conj (coherent a n) * coherent b n‖ ^ 2 = Real.exp (-‖a - b‖ ^ 2) := by
-  have hr (z : ℂ) : (‖z‖ : ℂ) ^ 2 / 2 = ((‖z‖ ^ 2 / 2 : ℝ) : ℂ) := by push_cast
+  have hr (z : ℂ) : (‖z‖ : ℂ) ^ 2 / 2 = ((‖z‖ ^ 2 / 2 : ℝ) : ℂ) := by
+    push_cast
+    ring
   rw [(coherent_overlap a b).tsum_eq, Complex.norm_exp, ← Real.exp_nat_mul, hr a, hr b]
   congr 1
```
